# Absorption and energy loss of a damped Drude metal have the same frequency-weighted integral, π wp²/2

The Drude dielectric function at real frequency w is

ε(w) = 1 − wp²/(w(w + ig)),

where wp is the plasma frequency and g the damping rate. The sign of ig belongs to the time dependence exp(−iwt), for which an absorbing medium has Im ε > 0 at w > 0. Absorption here means Im ε, and the energy-loss function is Im(−1/ε). In the integrals of the title each is multiplied by w and integrated over all w > 0.

Both wp and g are given numbers here. The first stands for the electron density and mass, the second for the rate at which scattering relaxes the current. The model has no interband transitions and no dependence on wave vector, and g does not vary with frequency.

```lean
import Mathlib

open MeasureTheory Set Filter Topology

namespace DrudeSumRules

noncomputable section
```

These lines load the mathematical library Mathlib and open a namespace for the results.

```lean
/-- The Drude dielectric function with plasma frequency `wp` and damping rate `g`,
at the real frequency `w`. -/
def drudeEps (wp g w : ℝ) : ℂ :=
  1 - (wp : ℂ) ^ 2 / ((w : ℂ) * ((w : ℂ) + Complex.I * g))
```

`drudeEps wp g w` is ε(w). The arguments are real (`ℝ`) and the value is complex (`ℂ`); `(wp : ℂ)` means wp regarded as a complex number.

## Closed forms for absorption and loss

```lean
/-- The Drude dielectric function with its denominator cleared. -/
theorem drudeEps_mul (wp g : ℝ) {w : ℝ} (hw : w ≠ 0) :
    drudeEps wp g w * ((w : ℂ) * ((w : ℂ) + Complex.I * g)) =
      (w : ℂ) ^ 2 - (wp : ℂ) ^ 2 + Complex.I * g * w := by
  have h1 : (w : ℂ) ≠ 0 := by exact_mod_cast hw
  have h2 : (w : ℂ) + Complex.I * g ≠ 0 := fun h =>
    hw (by simpa using congrArg Complex.re h)
  unfold drudeEps
  rw [sub_mul, div_mul_cancel₀ _ (mul_ne_zero h1 h2)]
  ring
```

For w ≠ 0, multiplying ε by its denominator gives

ε · (w² + igw) = w² − wp² + igw.

The hypothesis `hw : w ≠ 0` is enough: the real part of w + ig is w, so neither factor of the denominator vanishes.

```lean
/-- At nonzero frequency, the frequency-weighted absorption `w Im ε` equals `wp² g / (w² + g²)`. -/
theorem absorption_formula (wp g : ℝ) {w : ℝ} (hw : w ≠ 0) :
    w * (drudeEps wp g w).im = wp ^ 2 * g / (w ^ 2 + g ^ 2) := by
  have h := drudeEps_mul wp g hw
  have hre := congrArg Complex.re h
  have him := congrArg Complex.im h
  simp only [Complex.mul_re, Complex.mul_im, Complex.add_re, Complex.add_im, Complex.sub_re,
    Complex.sub_im, Complex.ofReal_re, Complex.ofReal_im, Complex.I_re, Complex.I_im,
    pow_two] at hre him
  have hD : w ^ 2 + g ^ 2 ≠ 0 := by positivity
  rw [eq_div_iff hD]
  linear_combination w * him - g * hre
```

Write ε = ε₁ + iε₂. The real and imaginary parts of the previous equation are

w²ε₁ − gwε₂ = w² − wp²
w²ε₂ + gwε₁ = gw.

Taking w times the second minus g times the first eliminates ε₁:

wε₂(w² + g²) = wp²g.

Hence w Im ε = wp²g/(w² + g²). In the proof, `hre` and `him` are the two real equations, and `linear_combination w * him - g * hre` is this same elimination.

```lean
/-- With damping, the Drude function has no zero at real nonzero frequency, and the
energy-loss function `Im (-1/ε)` has the stated closed form. -/
theorem loss_formula (wp : ℝ) {g w : ℝ} (hg : 0 < g) (hw : w ≠ 0) :
    drudeEps wp g w ≠ 0 ∧
    (-1 / drudeEps wp g w).im =
      wp ^ 2 * g * w / ((w ^ 2 - wp ^ 2) ^ 2 + g ^ 2 * w ^ 2) := by
  have h := drudeEps_mul wp g hw
  have hne : drudeEps wp g w ≠ 0 := by
    intro h0
    rw [h0, zero_mul] at h
    have him := congrArg Complex.im h
    simp only [Complex.mul_re, Complex.mul_im, Complex.add_im, Complex.sub_im,
      Complex.ofReal_re, Complex.ofReal_im, Complex.I_re, Complex.I_im, Complex.zero_im,
      pow_two] at him
    exact mul_ne_zero hg.ne' hw (by linear_combination -him)
  refine ⟨hne, ?_⟩
  have hz : (-1 / drudeEps wp g w) * ((w : ℂ) ^ 2 - (wp : ℂ) ^ 2 + Complex.I * g * w) =
      -((w : ℂ) * ((w : ℂ) + Complex.I * g)) := by
    rw [← h, ← mul_assoc, div_mul_cancel₀ _ hne]
    ring
  have hre := congrArg Complex.re hz
  have him := congrArg Complex.im hz
  simp only [Complex.mul_re, Complex.mul_im, Complex.add_re, Complex.add_im, Complex.sub_re,
    Complex.sub_im, Complex.neg_re, Complex.neg_im, Complex.ofReal_re, Complex.ofReal_im,
    Complex.I_re, Complex.I_im, pow_two] at hre him
  have hD : (w ^ 2 - wp ^ 2) ^ 2 + g ^ 2 * w ^ 2 ≠ 0 := by positivity
  rw [eq_div_iff hD]
  linear_combination (w ^ 2 - wp ^ 2) * him - g * w * hre
```

The symbol `∧` means "and": the theorem says that ε ≠ 0, and that the loss function has a closed form. The first part matters because Lean sets division by zero equal to 0, so a formula for −1/ε is only meaningful once ε ≠ 0 is known.

If ε were zero, the cleared equation would force its right-hand side to vanish, including the imaginary part gw. That is impossible for g > 0 and w ≠ 0. Next,

−1/ε = −(w² + igw)/(w² − wp² + igw).

Multiply above and below by the conjugate of the denominator. The new denominator is

D(w) = (w² − wp²)² + g²w²,

and the imaginary part of the numerator is −gw(w² − wp²) + gw³ = wp²gw. Therefore

Im(−1/ε) = wp²gw/D(w).

Lean again splits a complex equation into two real ones and combines them to eliminate the real part of −1/ε.

## The absorption integral up to a cutoff

```lean
/-- For `g > 0`, the Lorentzian `wp² g / (w² + g²)` is the derivative of `wp² arctan (w/g)` at every
real `w`. -/
theorem hasDerivAt_absorption (wp : ℝ) {g : ℝ} (hg : 0 < g) (w : ℝ) :
    HasDerivAt (fun x => wp ^ 2 * Real.arctan (x / g)) (wp ^ 2 * g / (w ^ 2 + g ^ 2)) w := by
  have h : HasDerivAt (fun x => wp ^ 2 * Real.arctan (x / g))
      (wp ^ 2 * (1 / (1 + (w / g) ^ 2) * (1 / g))) w :=
    (((hasDerivAt_id' w).div_const g).arctan).const_mul (wp ^ 2)
  refine h.congr_deriv ?_
  have e : 1 + (w / g) ^ 2 = (w ^ 2 + g ^ 2) / g ^ 2 := by
    field_simp
    ring
  have hD : w ^ 2 + g ^ 2 ≠ 0 := by positivity
  rw [e]
  generalize w ^ 2 + g ^ 2 = D at hD ⊢
  field_simp
```

`HasDerivAt F d w` says that F has derivative d at w. By the chain rule,

d/dw [wp² arctan(w/g)] = wp² · 1/(1 + w²/g²) · 1/g = wp²g/(w² + g²).

```lean
/-- Partial sum rule: the weighted absorption integrated up to a cutoff frequency `W`. -/
theorem absorption_partial_sum_rule (wp : ℝ) {g W : ℝ} (hg : 0 < g) (hW : 0 ≤ W) :
    ∫ w in (0 : ℝ)..W, w * (drudeEps wp g w).im = wp ^ 2 * Real.arctan (W / g) := by
  have hc : Continuous fun w : ℝ => wp ^ 2 * g / (w ^ 2 + g ^ 2) :=
    Continuous.div (by fun_prop) (by fun_prop) (fun x => by positivity)
  have h := intervalIntegral.integral_eq_sub_of_hasDerivAt
    (fun x _ => hasDerivAt_absorption wp hg x) (hc.intervalIntegrable 0 W)
  rw [intervalIntegral.integral_of_le hW] at h ⊢
  rw [setIntegral_congr_fun measurableSet_Ioc
    (fun w hw => absorption_formula wp g (ne_of_gt hw.1)), h]
  simp
```

Integrating from 0 to a cutoff W ≥ 0 gives

∫₀^W w Im ε dw = wp² arctan(W/g).

The proof applies the fundamental theorem of calculus to the Lorentzian, then uses the absorption formula to replace the integrand by w Im ε.

## Two halves of the loss kernel

```lean
/-- The two halves of the symmetrised loss kernel have equal integrals over positive frequencies. -/
theorem inversion_symmetry {a g : ℝ} (ha : 0 < a) (hg : 0 < g) :
    ∫ w in Ioi (0 : ℝ), g * w ^ 2 / ((w ^ 2 - a) ^ 2 + g ^ 2 * w ^ 2) =
      ∫ w in Ioi (0 : ℝ), g * a / ((w ^ 2 - a) ^ 2 + g ^ 2 * w ^ 2) := by
  have himg : (fun x : ℝ => a / x) '' Ioi 0 = Ioi 0 := by
    ext y
    constructor
    · rintro ⟨x, hx, rfl⟩
      exact div_pos ha hx
    · intro hy
      have hy' : y ≠ 0 := (mem_Ioi.mp hy).ne'
      refine ⟨a / y, div_pos ha hy, ?_⟩
      show a / (a / y) = y
      field_simp
  have hd : ∀ x ∈ Ioi (0 : ℝ),
      HasDerivWithinAt (fun x : ℝ => a / x) (-a / x ^ 2) (Ioi 0) x := fun x hx =>
    (((hasDerivAt_const x a).fun_div (hasDerivAt_id' x) (mem_Ioi.mp hx).ne').congr_deriv
      (by ring)).hasDerivWithinAt
  have hinj : InjOn (fun x : ℝ => a / x) (Ioi 0) := by
    intro x hx y hy h
    have h' : a / x = a / y := h
    rw [div_eq_div_iff (mem_Ioi.mp hx).ne' (mem_Ioi.mp hy).ne'] at h'
    exact (mul_left_cancel₀ ha.ne' h').symm
  have h := integral_image_eq_integral_abs_deriv_smul measurableSet_Ioi hd hinj
    (fun w : ℝ => g * w ^ 2 / ((w ^ 2 - a) ^ 2 + g ^ 2 * w ^ 2))
  rw [himg] at h
  rw [h]
  refine setIntegral_congr_fun measurableSet_Ioi fun x hx => ?_
  have hx0 : 0 < x := hx
  have habs : |-a / x ^ 2| = a / x ^ 2 := by
    rw [neg_div, abs_neg, abs_of_pos (by positivity)]
  have hden : ((a / x) ^ 2 - a) ^ 2 + g ^ 2 * (a / x) ^ 2 =
      a ^ 2 / x ^ 4 * ((x ^ 2 - a) ^ 2 + g ^ 2 * x ^ 2) := by
    field_simp
    ring
  have hD : (x ^ 2 - a) ^ 2 + g ^ 2 * x ^ 2 ≠ 0 := by positivity
  simp only [smul_eq_mul]
  rw [habs, hden]
  generalize (x ^ 2 - a) ^ 2 + g ^ 2 * x ^ 2 = D at hD ⊢
  field_simp
```

Here `Ioi 0` is the open interval (0, ∞), and a > 0 will later be wp², so now D(w) = (w² − a)² + g²w². The claim is

∫ gw²/D(w) dw = ∫ ga/D(w) dw.

Substitute w = a/x, so that |dw| = (a/x²) dx. The denominator becomes

D(a/x) = (a²/x² − a)² + g²a²/x² = (a²/x⁴) D(x).

The first integrand is then g(a²/x²) · x⁴/(a²D(x)) = gx²/D(x), and the factor a/x² turns it into ga/D(x).

The change-of-variables theorem needs three facts about x → a/x: it maps (0, ∞) onto itself (`himg`), has derivative −a/x² (`hd`), and is one-to-one (`hinj`). The equation `hden` is the scaling of D.

```lean
/-- The symmetrised loss kernel is integrable over positive frequencies, with integral `π`. -/
theorem symmetrised_integral {a g : ℝ} (ha : 0 < a) (hg : 0 < g) :
    IntegrableOn (fun w : ℝ => g * (w ^ 2 + a) / ((w ^ 2 - a) ^ 2 + g ^ 2 * w ^ 2)) (Ioi 0) ∧
    ∫ w in Ioi (0 : ℝ), g * (w ^ 2 + a) / ((w ^ 2 - a) ^ 2 + g ^ 2 * w ^ 2) = Real.pi := by
  -- the antiderivative, extended to zero frequency by its limit
  let G : ℝ → ℝ :=
    Function.update (fun w => Real.arctan ((w - a / w) / g)) 0 (-(Real.pi / 2))
  have hcont : ContinuousWithinAt G (Ici 0) 0 := by
    have h1 : Tendsto (fun w : ℝ => w + -(a * w⁻¹)) (𝓝[>] 0) atBot :=
      (tendsto_id.mono_left nhdsWithin_le_nhds).add_atBot
        (tendsto_neg_atTop_atBot.comp (tendsto_inv_nhdsGT_zero.const_mul_atTop ha))
    have h2 : Tendsto (fun w : ℝ => (w - a / w) / g) (𝓝[>] 0) atBot :=
      (h1.atBot_div_const hg).congr (fun w => by ring)
    show ContinuousWithinAt (Function.update _ _ _) _ _
    have hset : Ici (0 : ℝ) \ {0} = Ioi 0 := by
      ext x
      constructor
      · rintro ⟨h3, h4⟩
        exact lt_of_le_of_ne h3 (fun h => h4 h.symm)
      · intro h
        exact ⟨mem_Ici.mpr (mem_Ioi.mp h).le, fun h' => (mem_Ioi.mp h).ne' h'⟩
    rw [continuousWithinAt_update_same, hset]
    exact (Real.tendsto_arctan_atBot.mono_right nhdsWithin_le_nhds).comp h2
  have htop : Tendsto G atTop (𝓝 (Real.pi / 2)) := by
    have h1 : Tendsto (fun w : ℝ => w + -(a * w⁻¹)) atTop atTop :=
      tendsto_id.atTop_add ((tendsto_inv_atTop_zero.const_mul a).neg)
    have h2 : Tendsto (fun w : ℝ => (w - a / w) / g) atTop atTop :=
      (h1.atTop_div_const hg).congr (fun w => by ring)
    refine ((Real.tendsto_arctan_atTop.mono_right nhdsWithin_le_nhds).comp h2).congr' ?_
    filter_upwards [eventually_gt_atTop (0 : ℝ)] with w hw
    exact (Function.update_of_ne hw.ne' _ _).symm
  have hderiv : ∀ x ∈ Ioi (0 : ℝ),
      HasDerivAt G (g * (x ^ 2 + a) / ((x ^ 2 - a) ^ 2 + g ^ 2 * x ^ 2)) x := by
    intro x hx
    have hx0 : 0 < x := hx
    have h : HasDerivAt (fun w => Real.arctan ((w - a / w) / g))
        (1 / (1 + ((x - a / x) / g) ^ 2) * ((1 - (0 * x - a * 1) / x ^ 2) / g)) x :=
      (((hasDerivAt_id' x).fun_sub
        ((hasDerivAt_const x a).fun_div (hasDerivAt_id' x) hx0.ne')).div_const g).arctan
    have e : 1 + ((x - a / x) / g) ^ 2 =
        ((x ^ 2 - a) ^ 2 + g ^ 2 * x ^ 2) / (g ^ 2 * x ^ 2) := by
      field_simp
      ring
    have hD : (x ^ 2 - a) ^ 2 + g ^ 2 * x ^ 2 ≠ 0 := by positivity
    have h' := h.congr_deriv
      (g' := g * (x ^ 2 + a) / ((x ^ 2 - a) ^ 2 + g ^ 2 * x ^ 2)) (by
        rw [e]
        generalize (x ^ 2 - a) ^ 2 + g ^ 2 * x ^ 2 = D at hD ⊢
        field_simp
        ring)
    refine h'.congr_of_eventuallyEq ?_
    filter_upwards [eventually_ne_nhds hx0.ne'] with w hw
    exact Function.update_of_ne hw _ _
  have hpos : ∀ x ∈ Ioi (0 : ℝ),
      0 ≤ g * (x ^ 2 + a) / ((x ^ 2 - a) ^ 2 + g ^ 2 * x ^ 2) := fun x _ => by positivity
  refine ⟨integrableOn_Ioi_deriv_of_nonneg hcont hderiv hpos htop, ?_⟩
  rw [integral_Ioi_of_hasDerivAt_of_nonneg hcont hderiv hpos htop]
  have hG0 : G 0 = -(Real.pi / 2) := Function.update_self _ _ _
  rw [hG0]
  ring
```

The sum of the two kernels is integrable (`IntegrableOn`), with integral π. Put u(w) = (w − a/w)/g. Then

u′ = (w² + a)/(gw²)
1 + u² = D(w)/(g²w²),

and hence

d/dw arctan u = u′/(1 + u²) = g(w² + a)/D(w).

As w runs from 0⁺ to ∞, u runs from −∞ to ∞ and arctan u from −π/2 to π/2, a total change of π.

In Lean the antiderivative is `G`, which is arctan u with the value −π/2 assigned at w = 0. The facts `hcont` and `htop` give the two endpoint limits, `hderiv` the derivative, and `hpos` its sign. A nonnegative derivative whose antiderivative has finite limits is integrable, which supplies the first half of the theorem.

## The two sum rules

```lean
/-- Drude sum rules: the closed form of the energy-loss function, and the equality of the
frequency-weighted integrals of `Im ε` and of `Im (-1/ε)` with `π wp² / 2`. -/
theorem drude_sum_rules {wp g : ℝ} (hwp : 0 < wp) (hg : 0 < g) :
    (∀ w : ℝ, 0 < w → (-1 / drudeEps wp g w).im =
      wp ^ 2 * g * w / ((w ^ 2 - wp ^ 2) ^ 2 + g ^ 2 * w ^ 2)) ∧
    ∫ w in Ioi (0 : ℝ), w * (drudeEps wp g w).im = Real.pi * wp ^ 2 / 2 ∧
    ∫ w in Ioi (0 : ℝ), w * (-1 / drudeEps wp g w).im = Real.pi * wp ^ 2 / 2 := by
  refine ⟨fun w hw => (loss_formula wp hg hw.ne').2, ?_, ?_⟩
  · have hlim : Tendsto (fun x => wp ^ 2 * Real.arctan (x / g)) atTop
        (𝓝 (wp ^ 2 * (Real.pi / 2))) :=
      ((Real.tendsto_arctan_atTop.mono_right nhdsWithin_le_nhds).comp
        (tendsto_id.atTop_div_const hg)).const_mul (wp ^ 2)
    rw [setIntegral_congr_fun measurableSet_Ioi
      (fun w hw => absorption_formula wp g (ne_of_gt hw)),
      integral_Ioi_of_hasDerivAt_of_nonneg' (fun x _ => hasDerivAt_absorption wp hg x)
        (fun x _ => by positivity) hlim]
    simp only [zero_div, Real.arctan_zero]
    ring
  · have ha : 0 < wp ^ 2 := by positivity
    obtain ⟨hi, hv⟩ := symmetrised_integral ha hg
    have hK : IntegrableOn
        (fun w : ℝ => g * w ^ 2 / ((w ^ 2 - wp ^ 2) ^ 2 + g ^ 2 * w ^ 2)) (Ioi 0) := by
      refine Integrable.mono' hi (Measurable.aestronglyMeasurable (by fun_prop))
        ((ae_restrict_iff' measurableSet_Ioi).2 (ae_of_all _ fun x _ => ?_))
      rw [Real.norm_of_nonneg (by positivity)]
      gcongr
      linarith
    -- the two halves add up to π and are equal
    have hs := integral_sub hi hK
    have hJ : ∫ w in Ioi (0 : ℝ), g * wp ^ 2 / ((w ^ 2 - wp ^ 2) ^ 2 + g ^ 2 * w ^ 2) =
        ∫ w in Ioi (0 : ℝ), (g * (w ^ 2 + wp ^ 2) / ((w ^ 2 - wp ^ 2) ^ 2 + g ^ 2 * w ^ 2) -
          g * w ^ 2 / ((w ^ 2 - wp ^ 2) ^ 2 + g ^ 2 * w ^ 2)) := by
      congr 1
      ext w
      ring
    have hsym := inversion_symmetry ha hg
    have h : ∫ w in Ioi (0 : ℝ), w * (-1 / drudeEps wp g w).im =
        ∫ w in Ioi (0 : ℝ),
          wp ^ 2 * (g * w ^ 2 / ((w ^ 2 - wp ^ 2) ^ 2 + g ^ 2 * w ^ 2)) :=
      setIntegral_congr_fun measurableSet_Ioi fun w hw => by
        have e := (loss_formula wp hg (ne_of_gt (mem_Ioi.mp hw))).2
        simp only [e]
        ring
    rw [h, integral_const_mul]
    have hhalf : ∫ w in Ioi (0 : ℝ), g * w ^ 2 / ((w ^ 2 - wp ^ 2) ^ 2 + g ^ 2 * w ^ 2) =
        Real.pi / 2 := by linarith
    rw [hhalf]
    ring
```

For wp > 0 and g > 0, the theorem states the loss formula at every w > 0, together with

∫₀^∞ w Im ε dw = π wp²/2
∫₀^∞ w Im(−1/ε) dw = π wp²/2.

For the absorption, wp² arctan(w/g) rises from 0 to wp²π/2.

For the loss, w Im(−1/ε) = wp² · gw²/D(w). Let K = ∫ gw²/D dw and J = ∫ g wp²/D dw. The preceding two theorems, with a = wp², give K + J = π and K = J, so K = π/2; multiplying by wp² gives the result. In the proof, `hK` shows that the first kernel is integrable because it is bounded by the sum, `hJ` writes J as the integral of a difference, and `hsym` is K = J.

These are the f-sum rules evaluated for one explicit function; the calculation does not derive them for a general causal response. They provide exact values for testing the numerical integration of a dielectric or loss spectrum, within this local model with constant damping.

## Peak height and weak damping

```lean
/-- At positive frequency, the weighted loss `w Im (-1/ε)` is at most `wp²/g`, and reaches this
value exactly at the plasma frequency. -/
theorem weighted_loss_peak {wp g w : ℝ} (hwp : 0 < wp) (hg : 0 < g) (hw : 0 < w) :
    w * (-1 / drudeEps wp g w).im ≤ wp ^ 2 / g ∧
    (w * (-1 / drudeEps wp g w).im = wp ^ 2 / g ↔ w = wp) := by
  have hD : 0 < (w ^ 2 - wp ^ 2) ^ 2 + g ^ 2 * w ^ 2 := by positivity
  have e : w * (-1 / drudeEps wp g w).im = wp ^ 2 / g -
      wp ^ 2 * (w ^ 2 - wp ^ 2) ^ 2 / (g * ((w ^ 2 - wp ^ 2) ^ 2 + g ^ 2 * w ^ 2)) := by
    rw [(loss_formula wp hg hw.ne').2]
    have hD' := hD.ne'
    field_simp
    ring
  rw [e]
  refine ⟨sub_le_self _ (by positivity), fun h => ?_, fun h => ?_⟩
  · by_contra hne
    have h1 : w ^ 2 - wp ^ 2 ≠ 0 := fun h0 =>
      hne ((pow_left_inj₀ hw.le hwp.le two_ne_zero).mp (sub_eq_zero.mp h0))
    have h2 : 0 < (w ^ 2 - wp ^ 2) ^ 2 :=
      lt_of_le_of_ne (sq_nonneg _) (pow_ne_zero 2 h1).symm
    have h3 := div_pos (mul_pos (pow_pos hwp 2) h2) (mul_pos hg hD)
    linarith
  · rw [h]
    simp

end

end DrudeSumRules
```

Subtracting the weighted loss from wp²/g gives

wp²/g − w Im(−1/ε) = wp²(w² − wp²)²/(gD(w)).

The right-hand side is never negative, so the weighted loss is at most wp²/g. It vanishes exactly when w² = wp², which for positive frequencies means w = wp. The symbol `↔` expresses this "exactly when", and the equation `e` in the proof is the identity above. The statement concerns w Im(−1/ε), not the unweighted loss function.

The limit g → 0⁺ can be read off from these formulas, though it is not among the theorems. The weighted loss tends to zero at every fixed w > 0 other than wp, while its peak wp²/g grows and its area stays at π wp²/2, so the weight gathers at the plasma frequency. The weighted absorption keeps the same area but gathers at w = 0.

```lean
#print axioms DrudeSumRules.absorption_partial_sum_rule
-- 'DrudeSumRules.absorption_partial_sum_rule' depends on axioms: [propext, Classical.choice, Quot.sound]
#print axioms DrudeSumRules.drude_sum_rules
-- 'DrudeSumRules.drude_sum_rules' depends on axioms: [propext, Classical.choice, Quot.sound]
#print axioms DrudeSumRules.weighted_loss_peak
-- 'DrudeSumRules.weighted_loss_peak' depends on axioms: [propext, Classical.choice, Quot.sound]
```
